# Kick–drift–kick conjugation moves position and momentum operators by one velocity-Verlet step, for polynomial potentials

Take an oscillator with unit mass and potential $V(x)=x^2/2$, and a time step $h$. Let $K$ be the propagator of half a step of potential alone and $D$ that of a full step of free motion. On the position operator $Q$ and the momentum operator $P$ they act by

$$K^{-1}QK=Q,\quad K^{-1}PK=P-\tfrac h2Q,\quad D^{-1}PD=P,\quad D^{-1}QD=Q+hP.$$

Conjugating by $U=KDK$ means conjugating by $K$, then $D$, then $K$. Position goes through

$$Q\to Q\to Q+hP\to Q+h\left(P-\tfrac h2Q\right)=:R,$$

and momentum through

$$P\to P-\tfrac h2Q\to P-\tfrac h2(Q+hP)\to P-\tfrac h2Q-\tfrac h2R.$$

This is the velocity-Verlet step of molecular dynamics, with operators in place of numbers. The last kick does two jobs: it supplies the second half of the force, and it turns the drifted position into $R$. The same happens for every polynomial $V$ in one degree of freedom, provided that $K$ and $D$ satisfy the corresponding kick and drift relations.

## Operators, forces and the Verlet formulas

```lean
import Mathlib

open Polynomial

namespace SplitOperatorVerlet

noncomputable section

variable {A : Type*} [Ring A] [Algebra ℂ A]
```

`A` is any algebra over the complex numbers: its elements can be added, multiplied in a fixed order and scaled. No Hilbert space, adjoint or norm is assumed.

```lean
/-- The Heisenberg-picture map `Y ↦ U⁻¹ Y U` of an invertible propagator `U`. -/
def heisenberg (U : Aˣ) : A →ₐ[ℂ] A where
  toFun Y := ↑U⁻¹ * Y * ↑U
  map_one' := by simp
  map_mul' Y Z := by simp [mul_assoc]
  map_zero' := by simp
  map_add' Y Z := by simp [mul_add, add_mul]
  commutes' c := by
    show (↑U⁻¹ : A) * algebraMap ℂ A c * ↑U = algebraMap ℂ A c
    rw [← Algebra.commutes c (↑U⁻¹ : A), mul_assoc, Units.inv_mul, mul_one]
```

`Aˣ` is the type of invertible elements of `A`. For such a $U$, `heisenberg U` is the map $Y\mapsto U^{-1}YU$. The arrow `→ₐ[ℂ]` says that it is an algebra homomorphism, and the fields prove this: it respects sums and products and fixes scalars. $U$ need not be unitary.

```lean
/-- The derivative `V'` of a polynomial potential, evaluated at a position `x`. -/
def gradV (V : ℂ[X]) (x : A) : A := aeval x (derivative V)
```

`gradV V x` is $V'(x)$. `ℂ[X]` is the type of polynomials with complex coefficients, and `aeval` substitutes `x` for the variable. Only one operator is substituted, so no ordering ambiguity arises, even when that operator is itself a combination of $Q$ and $P$.

```lean
/-- The new position `q + (h/m) (p - h V'(q)/2)` of the Verlet step. -/
def verletPosition (h m : ℂ) (V : ℂ[X]) (q p : A) : A :=
  q + (h / m) • (p - (h / 2) • gradV V q)
```

This is the new position $r=q+\frac hm\left(p-\frac h2V'(q)\right)$, with mass $m$. The dot `•` is multiplication by a scalar.

```lean
/-- The new momentum `p - h (V'(q) + V'(r))/2` of the Verlet step, `r` being the new position. -/
def verletMomentum (h m : ℂ) (V : ℂ[X]) (q p : A) : A :=
  p - (h / 2) • (gradV V q + gradV V (verletPosition h m V q p))
```

This is the new momentum $p-\frac h2\left(V'(q)+V'(r)\right)$.

```lean
/-- One velocity-Verlet step on a pair (position, momentum) of operators or of numbers. -/
def verletStep (h m : ℂ) (V : ℂ[X]) (z : A × A) : A × A :=
  (verletPosition h m V z.1 z.2, verletMomentum h m V z.1 z.2)
```

`verletStep` joins the two into a map on pairs; `z.1` is the position and `z.2` the momentum. Since $\mathbb C$ is itself a complex algebra, the same definition gives the classical step on numbers.

## What is assumed of the kick and the drift

```lean
/-- `K` is a half-step kick by the potential `V`, and `D` is a full-step free drift with mass `m`,
both described by their action on position `Q` and momentum `P`. -/
structure IsSplitStep (h m : ℂ) (V : ℂ[X]) (Q P : A) (K D : Aˣ) : Prop where
  kick_Q : heisenberg K Q = Q
  kick_P : heisenberg K P = P - (h / 2) • gradV V Q
  drift_P : heisenberg D P = P
  drift_Q : m • (heisenberg D Q - Q) = h • P
```

`IsSplitStep` collects four equations:

$$K^{-1}QK=Q,\quad K^{-1}PK=P-\tfrac h2V'(Q),\quad D^{-1}PD=P,\quad m\,(D^{-1}QD-Q)=hP.$$

They stand for $K=e^{-ihV(Q)/2\hbar}$ and $D=e^{-ihP^2/2m\hbar}$ with $[Q,P]=i\hbar$: the potential changes momentum at fixed position, and free motion changes position at fixed momentum. The file takes the equations as hypotheses and constructs no exponentials. Both $h$ and $m$ may be complex.

A finite grid with unitary $D$ and $h\neq0$ can satisfy them only if $P=0$. Repeating the drift gives $D^{-n}QD^n=Q+nhP/m$, where the left side has constant norm and the right side grows. For grid-based split-operator codes the relations are therefore approximations.

## Two rules for conjugation

```lean
theorem heisenberg_apply (U : Aˣ) (Y : A) : heisenberg U Y = ↑U⁻¹ * Y * ↑U := rfl
```

This restates the definition as an equation; `rfl` means that both sides agree by unfolding.

```lean
/-- Conjugation by a product `U W` is conjugation by `U` followed by conjugation by `W`. -/
theorem heisenberg_mul (U W : Aˣ) (Y : A) :
    heisenberg (U * W) Y = heisenberg W (heisenberg U Y) := by
  simp [heisenberg_apply, mul_assoc]
```

The order matters here: $(UW)^{-1}Y(UW)=W^{-1}(U^{-1}YU)W$, so the left factor acts first.

```lean
/-- Conjugating `V'(Y)` gives `V'` evaluated at the conjugated operator. -/
theorem heisenberg_gradV (U : Aˣ) (V : ℂ[X]) (Y : A) :
    heisenberg U (gradV V Y) = gradV V (heisenberg U Y) :=
  (aeval_algHom_apply (heisenberg U) Y (derivative V)).symm
```

This is $U^{-1}V'(Y)U=V'(U^{-1}YU)$. For a power, the inner factors $UU^{-1}$ cancel in $(U^{-1}YU)^j=U^{-1}Y^jU$; linearity then gives every polynomial.

## One step, then many

```lean
/-- The kick-drift-kick propagator `K D K` moves the position and momentum operators by
exactly one Verlet step. -/
theorem heisenberg_kick_drift_kick {h m : ℂ} {V : ℂ[X]} {Q P : A} {K D : Aˣ}
    (hm : m ≠ 0) (S : IsSplitStep h m V Q P K D) :
    heisenberg (K * D * K) Q = verletPosition h m V Q P ∧
    heisenberg (K * D * K) P = verletMomentum h m V Q P := by
  -- solve the drift relation for the drifted position
  have e : heisenberg D Q - Q = (h / m) • P := by
    rw [div_eq_inv_mul, mul_smul, ← S.drift_Q, smul_smul, inv_mul_cancel₀ hm, one_smul]
  have driftQ : heisenberg D Q = Q + (h / m) • P := sub_eq_iff_eq_add'.mp e
  -- the last kick turns the drifted position into the Verlet position
  have pos : heisenberg K (heisenberg D Q) = verletPosition h m V Q P := by
    rw [driftQ, map_add, map_smul, S.kick_Q, S.kick_P, verletPosition]
  constructor
  · rw [heisenberg_mul, heisenberg_mul, S.kick_Q, pos]
  · rw [heisenberg_mul, heisenberg_mul, S.kick_P, map_sub, map_smul, S.drift_P,
      heisenberg_gradV, map_sub, map_smul, heisenberg_gradV, S.kick_P, pos, verletMomentum]
    module
```

For $m\neq0$, conjugation by $KDK$ sends $Q$ to $R=Q+\frac hm\left(P-\frac h2V'(Q)\right)$ and $P$ to $P-\frac h2\left(V'(Q)+V'(R)\right)$.

By hand, first divide the drift relation by $m$, which gives $D^{-1}QD=Q+\frac hmP$; these are `e` and `driftQ`. Then apply the last kick:

$$K^{-1}\left(Q+\tfrac hmP\right)K=Q+\tfrac hm\left(P-\tfrac h2V'(Q)\right)=R.$$

This is `pos`. The first kick leaves $Q$ alone, so the position formula is finished. For momentum, the three conjugations give

$$P\to P-\tfrac h2V'(Q)\to P-\tfrac h2V'\!\left(Q+\tfrac hmP\right)\to P-\tfrac h2V'(Q)-\tfrac h2V'(R).$$

The second and third arrows move the conjugation inside $V'$, which is `heisenberg_gradV`. Each `rw` replaces one expression by an equal one, and `module` collects the two force terms.

```lean
/-- After `n` split-operator steps the position and momentum operators are the `n`-fold
Verlet iterate of the initial ones. -/
theorem heisenberg_pow_eq_verlet_iterate {h m : ℂ} {V : ℂ[X]} {Q P : A} {K D : Aˣ}
    (hm : m ≠ 0) (S : IsSplitStep h m V Q P K D) (n : ℕ) :
    (heisenberg ((K * D * K) ^ n) Q, heisenberg ((K * D * K) ^ n) P) =
      (verletStep h m V)^[n] (Q, P) := by
  induction n with
  | zero => simp [heisenberg_apply]
  | succ n ih =>
    obtain ⟨hQ, hP⟩ := heisenberg_kick_drift_kick hm S
    rw [Function.iterate_succ_apply', ← ih, pow_succ', heisenberg_mul (K * D * K) _ Q,
      heisenberg_mul (K * D * K) _ P, hQ, hP]
    -- conjugation passes through the Verlet formulas
    simp only [verletStep, verletPosition, verletMomentum, map_add, map_sub, map_smul,
      heisenberg_gradV]
```

Conjugation by $U^n$ gives the $n$-fold Verlet iterate, written `^[n]`. The proof is by induction. For $n=0$ nothing moves. For the next step, write $U^{n+1}=U\,U^n$. Conjugation by the left factor gives the Verlet formulas in $Q$ and $P$; conjugation by $U^n$ then passes through sums, scalars and $V'$, leaving the same formulas in $U^{-n}QU^n$ and $U^{-n}PU^n$. By the induction hypothesis `ih`, these are the $n$-th iterate, so one more Verlet step has been applied to it.

```lean
/-- If position and momentum have a scalar commutator `c`, and a kick and a drift act on them as in
`IsSplitStep`, they keep this commutator after any number of operator Verlet steps. -/
theorem verlet_preserves_commutator {h m c : ℂ} {V : ℂ[X]} {Q P : A} {K D : Aˣ}
    (hm : m ≠ 0) (S : IsSplitStep h m V Q P K D) (hc : Q * P - P * Q = c • (1 : A)) (n : ℕ) :
    ((verletStep h m V)^[n] (Q, P)).1 * ((verletStep h m V)^[n] (Q, P)).2 -
      ((verletStep h m V)^[n] (Q, P)).2 * ((verletStep h m V)^[n] (Q, P)).1 = c • (1 : A) := by
  rw [← heisenberg_pow_eq_verlet_iterate hm S n]
  dsimp only
  rw [← map_mul, ← map_mul, ← map_sub, hc, map_smul, map_one]
```

Let $[Q,P]=c\,1$ for a number $c$, which is $i\hbar$ in quantum mechanics. If $Q_n,P_n$ are the iterates, then

$$[Q_n,P_n]=U^{-n}[Q,P]\,U^n=c\,1.$$

The canonical commutator thus survives the time discretisation exactly, under the assumed relations. The proof rewrites the iterates as conjugates and runs this line.

## Mean values

```lean
/-- Discrete Ehrenfest relation: in one step the mean momentum changes by `-h/2` times the sum
of the mean potential gradients at the old and the new position operator. -/
theorem ehrenfest_momentum {h m : ℂ} {V : ℂ[X]} {Q P : A} {K D : Aˣ}
    (hm : m ≠ 0) (S : IsSplitStep h m V Q P K D) (ω : A →ₗ[ℂ] ℂ) :
    ω (heisenberg (K * D * K) P) =
      ω P - h / 2 * (ω (gradV V Q) + ω (gradV V (heisenberg (K * D * K) Q))) := by
  obtain ⟨hQ, hP⟩ := heisenberg_kick_drift_kick hm S
  rw [hQ, hP]
  simp only [verletMomentum, map_sub, map_smul, map_add, smul_eq_mul]
```

`ω` is a linear functional, such as $\omega(Y)=\langle\psi|Y|\psi\rangle$; positivity is not required. Applying it to the momentum formula gives

$$\omega(U^{-1}PU)=\omega(P)-\tfrac h2\left[\omega(V'(Q))+\omega(V'(U^{-1}QU))\right].$$

Ehrenfest's theorem is a differential equation in continuous time, $d\langle P\rangle/dt=-\langle V'(Q)\rangle$. The relation here concerns a step of finite size, and no limit $h\to0$ is taken. It contains the mean of the force, which for a general potential differs from the force at the mean position: for $V'(x)=x^2$ the two involve $\omega(Q^2)$ and $\omega(Q)^2$.

```lean
/-- The potential `k x²/2 + b x`. -/
def quadratic (k b : ℂ) : ℂ[X] := C (k / 2) * (X * X) + C b * X
```

This is $V(x)=\frac k2x^2+bx$, with force constant $k$ and a linear term of slope $b$.

```lean
/-- The derivative of `k x²/2 + b x` is `k x + b`, also for operators. -/
theorem gradV_quadratic (k b : ℂ) (x : A) :
    gradV (quadratic k b) x = k • x + b • (1 : A) := by
  simp only [gradV, quadratic, derivative_mul, derivative_C, derivative_X,
    zero_mul, zero_add, one_mul, mul_one, map_add, map_mul, aeval_C, aeval_X,
    Algebra.algebraMap_eq_smul_one, smul_mul_assoc]
  module
```

Its derivative at an operator is $V'(x)=kx+b\,1$, where $1$ is the identity.

```lean
/-- For a quadratic potential and a linear functional with `ω 1 = 1`, the mean position and momentum
after `n` split-operator steps are the classical Verlet trajectory started from the initial means.
-/
theorem ehrenfest_quadratic {h m k b : ℂ} {Q P : A} {K D : Aˣ}
    (hm : m ≠ 0) (S : IsSplitStep h m (quadratic k b) Q P K D)
    (ω : A →ₗ[ℂ] ℂ) (hω : ω 1 = 1) (n : ℕ) :
    (ω (heisenberg ((K * D * K) ^ n) Q), ω (heisenberg ((K * D * K) ^ n) P)) =
      (verletStep h m (quadratic k b))^[n] (ω Q, ω P) := by
  -- a linear force lets the mean value pass through each step
  have hs : Function.Semiconj (Prod.map ω ω) (verletStep h m (quadratic k b))
      (verletStep h m (quadratic k b)) := by
    intro z
    apply Prod.ext <;>
      simp only [verletStep, verletPosition, verletMomentum, gradV_quadratic, Prod.map_fst,
        Prod.map_snd, map_add, map_sub, map_smul, hω]
  exact (congrArg (Prod.map ω ω) (heisenberg_pow_eq_verlet_iterate hm S n)).trans
    (hs.iterate_right n (Q, P))
```

Let $\omega(1)=1$, as for a normalised state. Then

$$\omega(V'(Q))=k\,\omega(Q)+b=V'(\omega(Q)),$$

so taking means and then stepping classically agrees with stepping the operators and then taking means. This is `hs`, stated for every pair of operators; `iterate_right` extends it to $n$ steps. Combined with the operator result, it shows that for these potentials the quantum means follow the classical Verlet trajectory exactly, time-step error included.

For numbers, take $m=k=1$, $b=0$, $h=\frac12$ and initial means $\omega(Q)=1$, $\omega(P)=0$. The first step gives

$$q_1=1+\tfrac12\left(0-\tfrac14\right)=\tfrac78,\qquad p_1=0-\tfrac14\left(1+\tfrac78\right)=-\tfrac{15}{32},$$

and the second

$$q_2=\tfrac78+\tfrac12\left(-\tfrac{15}{32}-\tfrac7{32}\right)=\tfrac{17}{32},\qquad p_2=-\tfrac{15}{32}-\tfrac14\left(\tfrac78+\tfrac{17}{32}\right)=-\tfrac{105}{128}.$$

At this time, $t=1$, the continuous oscillator has $\cos1\approx0.540$ and $-\sin1\approx-0.841$, against $0.531$ and $-0.820$ here. The split-operator means carry precisely this Verlet error.

## A matrix example with non-commuting Q and P

```lean
/-- A 4×4 model position matrix. -/
def modelQ : Matrix (Fin 4) (Fin 4) ℂ := !![0, 0, 1, 0; 0, 0, 0, 1; 0, 0, 0, 0; 0, 0, 0, 0]
```

Counting rows and columns from 0, as Lean does, $Q$ has ones at $(0,2)$ and $(1,3)$.

```lean
/-- A 4×4 model momentum matrix. -/
def modelP : Matrix (Fin 4) (Fin 4) ℂ := !![0, -1, 0, 0; 0, 0, 0, 0; 0, 0, 0, 1; 0, 0, 0, 0]
```

$P$ has $-1$ at $(0,1)$ and $1$ at $(2,3)$. Neither matrix is Hermitian: they show that the relations are consistent and do not represent a physical oscillator.

```lean
/-- The invertible matrix with ones on the diagonal and the entries `a`, `b` (with `a b = 0`)
in the central block. -/
def modelShear (a b : ℂ) (hab : a * b = 0) : (Matrix (Fin 4) (Fin 4) ℂ)ˣ where
  val := !![1, 0, 0, 0; 0, 1, a, 0; 0, b, 1, 0; 0, 0, 0, 1]
  inv := !![1, 0, 0, 0; 0, 1, -a, 0; 0, -b, 1, 0; 0, 0, 0, 1]
  val_inv := by
    have hba : b * a = 0 := by rw [mul_comm, hab]
    ext i j
    fin_cases i <;> fin_cases j <;>
      simp [Matrix.mul_apply, Fin.sum_univ_succ, -mul_eq_zero, hab, hba]
  inv_val := by
    have hba : b * a = 0 := by rw [mul_comm, hab]
    ext i j
    fin_cases i <;> fin_cases j <;>
      simp [Matrix.mul_apply, Fin.sum_univ_succ, -mul_eq_zero, hab, hba]
```

The shear has $a$ at $(1,2)$ and $b$ at $(2,1)$, with $ab=0$; this $b$ is unrelated to the slope above. Reversing both signs gives the inverse, since the only unwanted products are $ab$ and $ba$. The proofs check the sixteen entries one by one.

```lean
theorem heisenberg_eq_iff (U : Aˣ) (Y Z : A) : heisenberg U Y = Z ↔ Y * ↑U = ↑U * Z := by
  rw [heisenberg_apply, mul_assoc, Units.inv_mul_eq_iff_eq_mul]
```

Multiplying $U^{-1}YU=Z$ by $U$ from the left gives $YU=UZ$, which can be checked without an inverse.

```lean
/-- For every step `h`, the 4×4 model satisfies the kick and drift relations with unit mass and
potential `x²/2`, and its position and momentum do not commute. -/
theorem isSplitStep_witness (h : ℂ) :
    IsSplitStep h 1 (quadratic 1 0) modelQ modelP
      (modelShear (h / 2) 0 (mul_zero _)) (modelShear 0 (-h) (zero_mul _)) ∧
    modelQ * modelP ≠ modelP * modelQ := by
  refine ⟨⟨?_, ?_, ?_, ?_⟩, ?_⟩
  · rw [heisenberg_eq_iff]
    ext i j
    fin_cases i <;> fin_cases j <;>
      simp [modelQ, modelShear, Matrix.mul_apply, Fin.sum_univ_succ]
  · rw [gradV_quadratic, one_smul, zero_smul, add_zero, heisenberg_eq_iff]
    ext i j
    fin_cases i <;> fin_cases j <;>
      simp [modelQ, modelP, modelShear, Matrix.mul_apply, Fin.sum_univ_succ]
  · rw [heisenberg_eq_iff]
    ext i j
    fin_cases i <;> fin_cases j <;>
      simp [modelP, modelShear, Matrix.mul_apply, Fin.sum_univ_succ]
  · have e : heisenberg (modelShear 0 (-h) (zero_mul _)) modelQ = modelQ + h • modelP := by
      rw [heisenberg_eq_iff]
      ext i j
      fin_cases i <;> fin_cases j <;>
        simp [modelQ, modelP, modelShear, Matrix.mul_apply, Fin.sum_univ_succ]
    rw [e, one_smul, add_sub_cancel_left]
  · intro H
    -- the two products differ in the upper right corner
    have h03 := congrArg (fun M : Matrix (Fin 4) (Fin 4) ℂ => M 0 3) H
    have h1 : (1 : ℂ) = -1 := by
      simpa [modelQ, modelP, Matrix.mul_apply, Fin.sum_univ_succ] using h03
    norm_num at h1

end

end SplitOperatorVerlet
```

For every $h$, with $m=1$ and $V=x^2/2$, the kick $K$ has the extra entry $\frac h2$ at $(1,2)$ and the drift $D$ has $-h$ at $(2,1)$. To check the momentum kick by hand, compare $PK$ with $K(P-\frac h2Q)$. Both have $-1$ at $(0,1)$, $-\frac h2$ at $(0,2)$ and $1$ at $(2,3)$; at $(1,3)$ the right side gives $\frac h2-\frac h2=0$. The other relations are checked in the same way: `fin_cases` runs through the indices and `simp` evaluates each entry.

Finally, $QP$ has $1$ in the upper right corner and $PQ$ has $-1$, so the matrices do not commute. Their commutator is not a multiple of the identity, so this example does not meet the extra hypothesis of `verlet_preserves_commutator`.

```lean
#print axioms SplitOperatorVerlet.heisenberg_kick_drift_kick
-- 'SplitOperatorVerlet.heisenberg_kick_drift_kick' depends on axioms: [propext, Classical.choice, Quot.sound]
#print axioms SplitOperatorVerlet.verlet_preserves_commutator
-- 'SplitOperatorVerlet.verlet_preserves_commutator' depends on axioms: [propext, Classical.choice, Quot.sound]
#print axioms SplitOperatorVerlet.ehrenfest_momentum
-- 'SplitOperatorVerlet.ehrenfest_momentum' depends on axioms: [propext, Classical.choice, Quot.sound]
#print axioms SplitOperatorVerlet.ehrenfest_quadratic
-- 'SplitOperatorVerlet.ehrenfest_quadratic' depends on axioms: [propext, Classical.choice, Quot.sound]
```
